# Positivity of the Fermi–Dirac integral weighted by powers of the Boltzmann factor

For non-interacting fermions, let x > 0 be the energy and η the chemical potential, both in units of the thermal energy. The integrand here is the product of three factors: the density of states, taken as x^j, the Fermi occupation 1/(1 + e^(x−η)), and the n-th power of the Boltzmann factor e^(η−x). The lemma `remainder_pos` states that the integral of this product over all x > 0, divided by Γ(j+1), is strictly positive for every real j > −1, every real η and every natural number n. The attempt first shows that the integrand is positive at each x > 0. It then uses the fact that the integral of a non-negative integrable function is positive exactly when the part of its support inside the domain has positive measure; here that part is the whole half-line, whose measure is infinite.

Lean 4 with Mathlib refuses this proof:

```lean
import Mathlib

open MeasureTheory Set Filter Topology

namespace RemainderPos

noncomputable section

/-- The density of states `x ^ j` times the Fermi occupation, weighted by the `n`-th power of
the Boltzmann factor `exp (η - x)`. -/
def weightedOccupation (j η : ℝ) (n : ℕ) (x : ℝ) : ℝ :=
  x ^ j * Real.exp ((n : ℝ) * (η - x)) / (1 + Real.exp (x - η))

/-- The integral of the weighted occupation over all energies `x > 0`, normalised by `Γ(j+1)`;
its domain is `j > -1`. -/
def remainder (j η : ℝ) (n : ℕ) : ℝ :=
  (∫ x in Ioi (0 : ℝ), weightedOccupation j η n x) / Real.Gamma (j + 1)

/-- Two consecutive weighted occupations add up to a pure Boltzmann factor times the
density of states. -/
theorem weightedOccupation_add (j η : ℝ) (n : ℕ) (x : ℝ) :
    weightedOccupation j η n x + weightedOccupation j η (n + 1) x
      = x ^ j * Real.exp (((n : ℝ) + 1) * (η - x)) := by
  have h : Real.exp (x - η) * Real.exp (η - x) = 1 := by
    rw [← Real.exp_add, show x - η + (η - x) = 0 by ring, Real.exp_zero]
  have h2 : Real.exp (((n : ℝ) + 1) * (η - x))
      = Real.exp ((n : ℝ) * (η - x)) * Real.exp (η - x) := by
    rw [← Real.exp_add]
    congr 1
    ring
  have hd : 1 + Real.exp (x - η) ≠ 0 := by positivity
  simp only [weightedOccupation, Nat.cast_add, Nat.cast_one]
  rw [h2, ← add_div, div_eq_iff hd]
  linear_combination (-(x ^ j * Real.exp ((n : ℝ) * (η - x)))) * h

/-- For `j > -1` and `c > 0`, the density of states `x ^ j` integrated against the Boltzmann
factor `exp (c (η - x))` gives `Γ(j+1) exp (c η) / c ^ (j+1)`. -/
theorem boltzmann_moment {j c : ℝ} (hj : -1 < j) (hc : 0 < c) (η : ℝ) :
    ∫ x in Ioi (0 : ℝ), x ^ j * Real.exp (c * (η - x))
      = Real.Gamma (j + 1) * (Real.exp (c * η) / c ^ (j + 1)) := by
  have h := Real.integral_rpow_mul_exp_neg_mul_Ioi (a := j + 1) (r := c) (by linarith) hc
  simp only [add_sub_cancel_right] at h
  calc ∫ x in Ioi (0 : ℝ), x ^ j * Real.exp (c * (η - x))
      = ∫ x in Ioi (0 : ℝ), Real.exp (c * η) * (x ^ j * Real.exp (-(c * x))) := by
        congr 1
        ext x
        rw [show c * (η - x) = c * η + -(c * x) by ring, Real.exp_add]
        ring
    _ = _ := by
        rw [integral_const_mul, h, one_div, Real.inv_rpow hc.le]
        ring

/-- For `j > -1` the weighted occupation is integrable over the energies `x > 0`. -/
theorem weightedOccupation_integrable {j : ℝ} (hj : -1 < j) (η : ℝ) (n : ℕ) :
    IntegrableOn (weightedOccupation j η n) (Ioi 0) := by
  have hc : (0 : ℝ) < (n : ℝ) + 1 := by positivity
  have hΓ : 0 < Real.Gamma (j + 1) := Real.Gamma_pos_of_pos (by linarith)
  -- the density of states times the Boltzmann factor is integrable, since its integral is not zero
  have hB : Integrable (fun x : ℝ => x ^ j * Real.exp (((n : ℝ) + 1) * (η - x)))
      (volume.restrict (Ioi 0)) := by
    by_contra h
    have h0 := integral_undef h
    rw [boltzmann_moment hj hc] at h0
    have : 0 < Real.Gamma (j + 1) *
        (Real.exp (((n : ℝ) + 1) * η) / ((n : ℝ) + 1) ^ (j + 1)) := by positivity
    exact this.ne' h0
  refine Integrable.mono' hB ?_ ?_
  · have hm : Measurable (weightedOccupation j η n) := by
      unfold weightedOccupation
      fun_prop
    exact hm.aestronglyMeasurable
  · refine (ae_restrict_iff' measurableSet_Ioi).2 (Eventually.of_forall fun x hx => ?_)
    have hx' : 0 < x := hx
    have h1 : 0 ≤ weightedOccupation j η n x := by unfold weightedOccupation; positivity
    have h2 : 0 ≤ weightedOccupation j η (n + 1) x := by unfold weightedOccupation; positivity
    rw [Real.norm_of_nonneg h1, ← weightedOccupation_add]
    linarith

/-- For `j > -1` every remainder is strictly positive. -/
theorem remainder_pos {j : ℝ} (hj : -1 < j) (η : ℝ) (n : ℕ) : 0 < remainder j η n := by
  have hp : ∀ x ∈ Ioi (0 : ℝ), 0 < weightedOccupation j η n x := by
    intro x hx
    have hx' : 0 < x := hx
    unfold weightedOccupation
    positivity
  refine div_pos ?_ (Real.Gamma_pos_of_pos (by linarith))
  rw [setIntegral_pos_iff_support_of_nonneg_ae
    ((ae_restrict_iff' measurableSet_Ioi).2 (Eventually.of_forall fun x hx => (hp x hx).le))
    (weightedOccupation_integrable hj η n),
    inter_eq_right.2 (fun x hx => (hp x hx).ne'), Real.volume_Ioi]
  exact ENNReal.zero_lt_top

end

end RemainderPos
```

Compiling this gives:

```
Main.lean:90:4: error: Tactic `rewrite` failed: Did not find an occurrence of the pattern
  (fun x => weightedOccupation j η n x = 0 → False) ∩ Ioi 0
in the target expression
  0 < volume (Function.support (weightedOccupation j η n) ∩ Ioi 0)

j : ℝ
hj : -1 < j
η : ℝ
n : ℕ
hp : ∀ x ∈ Ioi 0, 0 < weightedOccupation j η n x
⊢ 0 < volume (Function.support (weightedOccupation j η n) ∩ Ioi 0)
```

Cause. The message says that `rw` could not find the left-hand side of the equation it was given. The goal contains `Function.support (weightedOccupation j η n) ∩ Ioi 0`, and `inter_eq_right.2 (...)` was meant to replace this by `Ioi 0`. But nothing in that term names the support. Lean had to infer the first set from the proof that the integrand is nonzero, and arrived at `fun x => weightedOccupation j η n x = 0 → False`. This is the same set by definition, but `rw` looks for the pattern as written and does not unfold `Function.support` to find it.

The repair states the equation beforehand as `hs`, with `Function.support` written out, so that the left-hand side of `hs` is the expression in the goal and `rw` finds it. Within the proof of `hs`, `Function.mem_support.2` turns "the value is nonzero" into "the point lies in the support". The mathematical argument is unchanged.

Lean accepts the file once it reads:

```diff
@@ -84,9 +84,11 @@
     unfold weightedOccupation
     positivity
+  have hs : Function.support (weightedOccupation j η n) ∩ Ioi 0 = Ioi 0 :=
+    inter_eq_right.2 (fun x hx => Function.mem_support.2 (hp x hx).ne')
   refine div_pos ?_ (Real.Gamma_pos_of_pos (by linarith))
   rw [setIntegral_pos_iff_support_of_nonneg_ae
     ((ae_restrict_iff' measurableSet_Ioi).2 (Eventually.of_forall fun x hx => (hp x hx).le))
     (weightedOccupation_integrable hj η n),
-    inter_eq_right.2 (fun x hx => (hp x hx).ne'), Real.volume_Ioi]
+    hs, Real.volume_Ioi]
   exact ENNReal.zero_lt_top
 
```
